# For 0 < k < N/2, the fourth-power sum of a cosine/sine ring pair is independent of rotation exactly when N ≠ 4k

On a four-site ring with $k=1$, the cosine orbital has amplitudes $(1,0,-1,0)/\sqrt2$ and the sine orbital $(0,1,0,-1)/\sqrt2$. The fourth powers of all eight amplitudes sum to $4\cdot\frac14=1$. Rotating the pair by $45^\circ$ gives every amplitude the magnitude $\frac12$, and the sum falls to $8\cdot\frac1{16}=\frac12$. On three sites with $k=1$, the sum is 1 at every angle. The difference is whether the fourth harmonic of the orbital phase takes the same value at every site or averages to zero around the ring.

## One orthonormal basis function per site

Number the sites $a=0,\dots,N-1$ and set $\theta_a=2\pi ka/N$. The orbitals are $c_a=\sqrt{2/N}\cos\theta_a$ and $s_a=\sqrt{2/N}\sin\theta_a$. In a Hückel ring with equal sites and equal nearest-neighbour couplings they are degenerate for $0<k<N/2$; the file contains no Hamiltonian and starts from the amplitudes.

In Lean 4 with Mathlib:

```lean
import Mathlib

open Finset Real

namespace DegenerateRingOrbitals

noncomputable section

/-- The phase `2πka/N` of the wave with wave number `k` at site `a` of an `N`-site ring. -/
def phase (N k a : ℕ) : ℝ := 2 * π * k * a / N

/-- Site amplitude of the cosine orbital. -/
def cosOrb (N k a : ℕ) : ℝ := √(2 / N) * cos (phase N k a)

/-- Site amplitude of the sine orbital. -/
def sinOrb (N k a : ℕ) : ℝ := √(2 / N) * sin (phase N k a)
```

Rotation by a real angle $\varphi$ gives $A_a=\cos\varphi\,c_a+\sin\varphi\,s_a$ and $B_a=-\sin\varphi\,c_a+\cos\varphi\,s_a$, which are `rotA` and `rotB`. The quantity studied is $F(\varphi)=\sum_a(A_a^4+B_a^4)$, written `fourthPowerSum`. With one orthonormal basis function per site, $A_a^2$ and $B_a^2$ are site populations, so $F$ is the Pipek–Mezey functional restricted to this pair. In this model, a constant $F$ means that the functional selects no preferred mixing angle.

```lean
/-- First orbital of the pair after rotation by the angle `φ`. -/
def rotA (N k : ℕ) (φ : ℝ) (a : ℕ) : ℝ :=
  cos φ * cosOrb N k a + sin φ * sinOrb N k a

/-- Second orbital of the pair after rotation by the angle `φ`. -/
def rotB (N k : ℕ) (φ : ℝ) (a : ℕ) : ℝ :=
  -sin φ * cosOrb N k a + cos φ * sinOrb N k a

/-- Sum over the sites of the fourth powers of the amplitudes of both rotated orbitals. -/
def fourthPowerSum (N k : ℕ) (φ : ℝ) : ℝ :=
  ∑ a ∈ range N, (rotA N k φ a ^ 4 + rotB N k φ a ^ 4)
```

The subtraction formulas for cosine and sine turn rotation into a phase shift:
$$A_a=\sqrt{2/N}\cos(\theta_a-\varphi),\qquad B_a=\sqrt{2/N}\sin(\theta_a-\varphi).$$

```lean
/-- Rotating the pair by `φ` shifts the phase of both orbitals by `φ`. -/
theorem rotated_pair (N k : ℕ) (φ : ℝ) (a : ℕ) :
    rotA N k φ a = √(2 / N) * cos (phase N k a - φ) ∧
    rotB N k φ a = √(2 / N) * sin (phase N k a - φ) := by
  constructor
  · rw [Real.cos_sub]; unfold rotA cosOrb sinOrb; ring
  · rw [Real.sin_sub]; unfold rotB cosOrb sinOrb; ring
```

## N does not divide m: the harmonic averages out

Let a wave of integer wave number $m$ have phase step $d=2\pi m/N$ and offset $x$. Since
$$2\sin\tfrac d2\cos(ad-x)=\sin\big((a+\tfrac12)d-x\big)-\sin\big((a-\tfrac12)d-x\big),$$
summing over the ring leaves
$$2\sin\tfrac d2\sum_{a=0}^{N-1}\cos(ad-x)=\sin(Nd-\tfrac d2-x)+\sin(\tfrac d2+x)=0,$$
because $Nd=2\pi m$. The hypothesis $N\nmid m$ ensures that $\sin(d/2)=\sin(\pi m/N)\neq0$, so the sum itself vanishes. Without it, every site has the same phase modulo $2\pi$, and the sum is $N\cos x$.

In the proof, `tel` establishes the telescoped formula by induction, and `hs` uses non-divisibility to permit cancellation of the sine.

```lean
/-- A wave whose wave number is not a multiple of `N` sums to zero over the ring,
whatever its phase offset. -/
theorem phase_sum_eq_zero (N m : ℕ) (hm : ¬ N ∣ m) (x : ℝ) :
    ∑ a ∈ range N, cos (phase N m a - x) = 0 := by
  rcases Nat.eq_zero_or_pos N with h0 | hpos
  · subst h0; simp
  have hN : (N : ℝ) ≠ 0 := by positivity
  obtain ⟨d, hd⟩ : ∃ d : ℝ, d = 2 * π * m / N := ⟨_, rfl⟩
  have hNd : (N : ℝ) * d = m * (2 * π) := by
    rw [hd, mul_div_cancel₀ _ hN]; ring
  -- the sum telescopes after multiplication by 2 sin(d/2)
  have tel : ∀ n : ℕ, 2 * sin (d / 2) * ∑ a ∈ range n, cos (a * d - x)
      = sin (n * d - d / 2 - x) + sin (d / 2 + x) := by
    intro n
    induction n with
    | zero =>
      have e : ((0 : ℕ) : ℝ) * d - d / 2 - x = -(d / 2 + x) := by push_cast; ring
      rw [e, Real.sin_neg]; simp
    | succ n ih =>
      have e1 : ((n + 1 : ℕ) : ℝ) * d - d / 2 - x = (n * d - x) + d / 2 := by
        push_cast; ring
      have e2 : (n : ℝ) * d - d / 2 - x = (n * d - x) - d / 2 := by ring
      rw [sum_range_succ, mul_add, ih, e1, e2, Real.sin_add (n * d - x) (d / 2),
        Real.sin_sub (n * d - x) (d / 2)]
      ring
  have hs : sin (d / 2) ≠ 0 := by
    intro h
    obtain ⟨n, hn⟩ := Real.sin_eq_zero_iff.mp h
    have h1 : ((N : ℝ) * n) * π = m * π := by
      linear_combination (N : ℝ) * hn + hNd / 2
    have h2 : (N : ℝ) * n = m := mul_right_cancel₀ Real.pi_ne_zero h1
    have h3 : (N : ℤ) * n = m := by exact_mod_cast h2
    exact hm (Int.natCast_dvd_natCast.mp ⟨n, h3.symm⟩)
  -- going once around the ring returns the phase to its start
  have hz := tel N
  have e : (N : ℝ) * d - d / 2 - x = -(d / 2 + x) + m * (2 * π) := by
    rw [hNd]; ring
  rw [e, Real.sin_add_nat_mul_two_pi, Real.sin_neg, neg_add_cancel] at hz
  have hsum := (mul_eq_zero.mp hz).resolve_left (mul_ne_zero two_ne_zero hs)
  rw [← hsum]
  refine sum_congr rfl fun a _ => ?_
  congr 1
  rw [hd]; unfold phase; ring
```

## 0 < k and 2k < N: two normalised orbitals

These bounds exclude the two waves that have no sine partner. At $k=0$ or $2k=N$, the sine orbital vanishes at every site and the cosine orbital has squared norm 2.

By hand, the double-angle formulas give
$$A_a^2=\frac{1+\cos(2\theta_a-2\varphi)}N,\quad B_a^2=\frac{1-\cos(2\theta_a-2\varphi)}N,\quad A_aB_a=\frac{\sin(2\theta_a-2\varphi)}N.$$
Since $0<2k<N$, $N$ does not divide $2k$, and the oscillating sums vanish. Both norms are 1 and the overlap is 0. The proof follows these identities as `hA`, `hB` and `hAB`, writing the sine as a cosine shifted by $\pi/2$.

```lean
/-- For `0 < k < N/2` the rotated pair is orthonormal at every angle. -/
theorem rotated_pair_orthonormal (N k : ℕ) (hk : 0 < k) (hkN : 2 * k < N) (φ : ℝ) :
    ∑ a ∈ range N, rotA N k φ a ^ 2 = 1 ∧ ∑ a ∈ range N, rotB N k φ a ^ 2 = 1 ∧
    ∑ a ∈ range N, rotA N k φ a * rotB N k φ a = 0 := by
  have hN : (N : ℝ) ≠ 0 := by
    have : N ≠ 0 := by omega
    exact_mod_cast this
  have hd : ¬ N ∣ 2 * k := fun h => by
    have := Nat.le_of_dvd (by omega) h
    omega
  have hs : √(2 / (N : ℝ)) ^ 2 = 2 / N := Real.sq_sqrt (by positivity)
  have hp : ∀ a, phase N (2 * k) a - 2 * φ = 2 * (phase N k a - φ) := by
    intro a; unfold phase; push_cast; ring
  have hA : ∀ a, rotA N k φ a ^ 2 = 1 / N + 1 / N * cos (phase N (2 * k) a - 2 * φ) := by
    intro a
    rw [(rotated_pair N k φ a).1, mul_pow, hs, hp, Real.cos_two_mul]; ring
  have hB : ∀ a, rotB N k φ a ^ 2 = 1 / N - 1 / N * cos (phase N (2 * k) a - 2 * φ) := by
    intro a
    rw [(rotated_pair N k φ a).2, mul_pow, hs, hp, Real.cos_two_mul, Real.sin_sq]; ring
  have hAB : ∀ a, rotA N k φ a * rotB N k φ a
      = 1 / N * cos (phase N (2 * k) a - (2 * φ + π / 2)) := by
    intro a
    rw [(rotated_pair N k φ a).1, (rotated_pair N k φ a).2, ← sub_sub, hp,
      Real.cos_sub_pi_div_two, Real.sin_two_mul]
    linear_combination cos (phase N k a - φ) * sin (phase N k a - φ) * hs
  refine ⟨?_, ?_, ?_⟩
  · rw [sum_congr rfl fun a _ => hA a, sum_add_distrib, ← mul_sum,
      phase_sum_eq_zero N _ hd]
    simp [hN]
  · rw [sum_congr rfl fun a _ => hB a, sum_sub_distrib, ← mul_sum,
      phase_sum_eq_zero N _ hd]
    simp [hN]
  · rw [sum_congr rfl fun a _ => hAB a, ← mul_sum, phase_sum_eq_zero N _ hd, mul_zero]
```

## N ≠ 4k: no fourth-harmonic resonance

From $\cos4y=2(2\cos^2y-1)^2-1$ one obtains $\cos^4y+\sin^4y=\frac34+\frac14\cos4y$. Multiplying by $(2/N)^2$ and summing gives
$$F(\varphi)=\frac3N+\frac1{N^2}\sum_{a=0}^{N-1}\cos(4\theta_a-4\varphi).$$
This needs only $N>0$. The lemmas `quartic` and `pt` carry out the trigonometric and sitewise steps.

```lean
/-- The fourth-power sum is `3/N` plus a sum over the ring of a wave with wave number `4k`. -/
theorem fourthPowerSum_eq (N k : ℕ) (hN : 0 < N) (φ : ℝ) :
    fourthPowerSum N k φ
      = 3 / N + 1 / (N : ℝ) ^ 2 * ∑ a ∈ range N, cos (phase N (4 * k) a - 4 * φ) := by
  have hN' : (N : ℝ) ≠ 0 := by positivity
  have hs : √(2 / (N : ℝ)) ^ 2 = 2 / N := Real.sq_sqrt (by positivity)
  have hs4 : √(2 / (N : ℝ)) ^ 4 = (2 / N) ^ 2 := by
    rw [show √(2 / (N : ℝ)) ^ 4 = (√(2 / (N : ℝ)) ^ 2) ^ 2 from pow_mul _ 2 2, hs]
  -- cos⁴ + sin⁴ contains only a constant and the fourth harmonic
  have quartic : ∀ y : ℝ, cos y ^ 4 + sin y ^ 4 = 3 / 4 + cos (4 * y) / 4 := by
    intro y
    have h : cos (4 * y) = 2 * (2 * cos y ^ 2 - 1) ^ 2 - 1 := by
      rw [show 4 * y = 2 * (2 * y) by ring, Real.cos_two_mul (2 * y), Real.cos_two_mul y]
    have h' : sin y ^ 4 = (1 - cos y ^ 2) ^ 2 := by rw [← Real.sin_sq]; ring
    rw [h, h']; ring
  have pt : ∀ a, rotA N k φ a ^ 4 + rotB N k φ a ^ 4
      = 3 / (N : ℝ) ^ 2 + 1 / (N : ℝ) ^ 2 * cos (phase N (4 * k) a - 4 * φ) := by
    intro a
    have hp : phase N (4 * k) a - 4 * φ = 4 * (phase N k a - φ) := by
      unfold phase; push_cast; ring
    rw [(rotated_pair N k φ a).1, (rotated_pair N k φ a).2, mul_pow, mul_pow, ← mul_add,
      quartic, hs4, hp]
    ring
  have hc : (N : ℝ) * (3 / (N : ℝ) ^ 2) = 3 / N := by field_simp
  unfold fourthPowerSum
  rw [sum_congr rfl fun a _ => pt a, sum_add_distrib, ← mul_sum, sum_const, card_range,
    nsmul_eq_mul, hc]
```

If $N=4k$, then $4\theta_a=2\pi a$. Every term equals $\cos4\varphi$, so $F(\varphi)=(3+\cos4\varphi)/N$.

```lean
/-- On a ring with `N = 4k` sites the fourth-power sum is `(3 + cos 4φ)/N`. -/
theorem fourthPowerSum_resonant (N k : ℕ) (hk : 0 < k) (h : N = 4 * k) (φ : ℝ) :
    fourthPowerSum N k φ = (3 + cos (4 * φ)) / N := by
  have hpos : 0 < N := by omega
  have hN : (N : ℝ) ≠ 0 := by positivity
  have hp : ∀ a, cos (phase N N a - 4 * φ) = cos (4 * φ) := by
    intro a
    have e : phase N N a = a * (2 * π) := by
      unfold phase; rw [div_eq_iff hN]; ring
    rw [e, Real.cos_nat_mul_two_pi_sub]
  rw [fourthPowerSum_eq N k hpos, ← h, sum_congr rfl fun a _ => hp a, sum_const,
    card_range, nsmul_eq_mul]
  field_simp
```

The bounds on $k$ now serve a second purpose: they give $0<4k<2N$, so $N$ divides $4k$ only if $N=4k$. Excluding that case makes the harmonic sum vanish and gives $F(\varphi)=3/N$. At $k=0$ or $2k=N$, by contrast, $F$ varies with angle although $N\neq4k$.

The final theorem expresses invariance as $F(\varphi)=F(0)$ for every real $\varphi$, and states the value $3/N$ separately under $N\neq4k$. Its proof obtains that value in `key` by checking the possible multiples of $N$. For the converse it compares $F(0)=4/N$ with $F(\pi/4)=2/N$ at $N=4k$.

```lean
/-- For `0 < k < N/2` the fourth-power sum is the same for every rotation of the pair
if and only if `N ≠ 4k`, and its value is then `3/N`. -/
theorem fourthPowerSum_invariant_iff (N k : ℕ) (hk : 0 < k) (hkN : 2 * k < N) :
    ((∀ φ, fourthPowerSum N k φ = fourthPowerSum N k 0) ↔ N ≠ 4 * k) ∧
    (N ≠ 4 * k → ∀ φ, fourthPowerSum N k φ = 3 / N) := by
  have hpos : 0 < N := by omega
  have hN : (N : ℝ) ≠ 0 := by positivity
  have key : N ≠ 4 * k → ∀ φ, fourthPowerSum N k φ = 3 / N := by
    intro hne φ
    -- 4k lies strictly between 0 and 2N, so N is its only possible multiple of N
    have hd : ¬ N ∣ 4 * k := by
      rintro ⟨c, hc⟩
      have hc2 : c < 2 := by
        by_contra hcon
        have : N * 2 ≤ N * c := Nat.mul_le_mul_left N (by omega)
        omega
      interval_cases c <;> omega
    rw [fourthPowerSum_eq N k hpos, phase_sum_eq_zero N _ hd, mul_zero, add_zero]
  refine ⟨⟨fun hinv h => ?_, fun hne φ => by rw [key hne, key hne]⟩, key⟩
  -- for N = 4k the angles 0 and π/4 give different values
  have h1 := hinv (π / 4)
  rw [fourthPowerSum_resonant N k hk h, fourthPowerSum_resonant N k hk h,
    show 4 * (π / 4) = π by ring, mul_zero, Real.cos_pi, Real.cos_zero,
    div_left_inj' hN] at h1
  norm_num at h1

end

end DegenerateRingOrbitals
```

```lean
#print axioms DegenerateRingOrbitals.rotated_pair_orthonormal
#print axioms DegenerateRingOrbitals.fourthPowerSum_invariant_iff
```

```
'DegenerateRingOrbitals.rotated_pair_orthonormal' depends on axioms: [propext, Classical.choice, Quot.sound]
'DegenerateRingOrbitals.fourthPowerSum_invariant_iff' depends on axioms: [propext, Classical.choice, Quot.sound]
```
